# The su(1,1) Casimir operator of n boson modes equals L²/4 + n(n−4)/16

An isotropic harmonic oscillator in $n$ dimensions has annihilators $a_i$ and creators $b_i$, with $i=0,\dots,n-1$. Textbooks write $a_i^\dagger$ for $b_i$. With $[x,y]=xy-yx$ and $\hbar=1$, define

$$N=\sum_i b_ia_i,\quad K_+=\tfrac12\sum_i b_i^2,\quad K_-=\tfrac12\sum_i a_i^2,\quad K_0=\tfrac N2+\tfrac n4,$$
$$R_{ij}=b_ia_j-b_ja_i,\qquad L^2=-\sum_{i<j}R_{ij}^2 .$$

The energy is $\omega(N+n/2)=2\omega K_0$, where $\omega$ is the trap frequency, and $K_\pm$ create and remove pairs of quanta. The problem is to express the Casimir operator of the algebra spanned by $K_0$, $K_+$ and $K_-$, normalised here as $K_0^2-K_0-K_+K_-$, through the angular momentum.

In Lean the operators are elements of an arbitrary ring `A`, and a family of modes is a function `Fin n → A`.

```lean
import Mathlib

open Finset

namespace BosonSU11

noncomputable section

variable {A : Type*} [Ring A] {n : ℕ}
```

The physical input is the set of canonical relations

$$[a_i,a_j]=0,\qquad [b_i,b_j]=0,\qquad [a_i,b_j]=\delta_{ij}.$$

They express independent bosonic modes and are assumed, as the hypothesis `BosonModes a b`. Nothing says that $b_i$ is the adjoint of $a_i$.

```lean
/-- Canonical commutation relations of `n` boson modes with annihilators `a i` and
creators `b i`. -/
structure BosonModes (a b : Fin n → A) : Prop where
  aa : ∀ i j, a i * a j = a j * a i
  bb : ∀ i j, b i * b j = b j * b i
  ab : ∀ i j, a i * b j - b j * a i = if i = j then 1 else 0
```

The number operator counts the quanta in all modes.

```lean
/-- The total number operator `N = ∑ b_i a_i`. -/
def number (a b : Fin n → A) : A := ∑ i, b i * a i
```

In oscillator units, $x_i=(a_i+b_i)/\sqrt2$ and $p_i=\mathrm i(b_i-a_i)/\sqrt2$ give $x_ip_j-x_jp_i=-\mathrm i R_{ij}$ for $i\neq j$. The code works with $R_{ij}$, which needs no imaginary unit.

```lean
/-- The rotation generator `b_i a_j - b_j a_i` in the plane of modes `i` and `j`. -/
def rotation (a b : Fin n → A) (i j : Fin n) : A := b i * a j - b j * a i
```

The factor $-\mathrm i$, once squared, supplies the minus sign in $L^2$. Each plane is counted once.

```lean
/-- The squared angular momentum `L² = -∑_{i<j} (b_i a_j - b_j a_i)²`. -/
def Lsq (a b : Fin n → A) : A :=
  -∑ i, ∑ j, if i < j then rotation a b i j ^ 2 else 0
```

## Ladder relations

For one mode, the product rule for commutators gives

$$[b_ia_i,b_j]=b_i[a_i,b_j]+[b_i,b_j]a_i=\delta_{ij}b_i,$$

and summing over $i$ gives $[N,b_j]=b_j$. In the proof, `noncomm_ring` checks the product rule, and the canonical relations are then substituted.

```lean
/-- For boson modes, a creator raises the total number by one: `[N, b_j] = b_j`. -/
theorem number_create {a b : Fin n → A} (h : BosonModes a b) (j : Fin n) :
    number a b * b j - b j * number a b = b j := by
  have key : ∀ i, b i * a i * b j - b j * (b i * a i) = if i = j then b i else 0 := by
    intro i
    calc b i * a i * b j - b j * (b i * a i)
        = b i * (a i * b j - b j * a i) + (b i * b j - b j * b i) * a i := by noncomm_ring
      _ = _ := by
        rw [h.ab i j, h.bb i j, sub_self]
        split_ifs <;> simp
  rw [number, sum_mul, mul_sum, ← sum_sub_distrib, sum_congr rfl (fun i _ => key i)]
  simp
```

In the same way,

$$[b_ia_i,a_j]=-[a_j,b_i]a_i+b_i[a_i,a_j]=-\delta_{ij}a_i,$$

so $[N,a_j]=-a_j$.

```lean
/-- For boson modes, an annihilator lowers the total number by one: `[N, a_j] = -a_j`. -/
theorem number_annihilate {a b : Fin n → A} (h : BosonModes a b) (j : Fin n) :
    number a b * a j - a j * number a b = -a j := by
  have key : ∀ i, b i * a i * a j - a j * (b i * a i) = if j = i then -a i else 0 := by
    intro i
    calc b i * a i * a j - a j * (b i * a i)
        = -(a j * b i - b i * a j) * a i + b i * (a i * a j - a j * a i) := by noncomm_ring
      _ = _ := by
        rw [h.ab j i, h.aa i j, sub_self]
        split_ifs <;> simp
  rw [number, sum_mul, mul_sum, ← sum_sub_distrib, sum_congr rfl (fun i _ => key i)]
  simp
```

The factors ½ and ¼ require rational multiples, so `A` is from here on an algebra over ℚ. Complex operator algebras qualify.

```lean
variable [Algebra ℚ A]

/-- The pair creator `K+ = (1/2) ∑ b_i²`. -/
def Kplus (b : Fin n → A) : A := (1 / 2 : ℚ) • ∑ i, b i ^ 2
```

The pair annihilator has the same form.

```lean
/-- The pair annihilator `K- = (1/2) ∑ a_i²`. -/
def Kminus (a : Fin n → A) : A := (1 / 2 : ℚ) • ∑ i, a i ^ 2
```

The constant $n/4$ in $K_0$ is half the zero-point energy in units of $\omega$.

```lean
/-- The weight operator `K0 = N/2 + n/4`. -/
def Kzero (a b : Fin n → A) : A := (1 / 2 : ℚ) • number a b + ((n : ℚ) / 4) • (1 : A)
```

Since that constant commutes with everything, $[K_0,x]=\tfrac12[N,x]$ for every $x$.

```lean
/-- The commutator of `K0` with any operator is half that of the number operator. -/
theorem Kzero_commutator (a b : Fin n → A) (x : A) :
    Kzero a b * x - x * Kzero a b = (1 / 2 : ℚ) • (number a b * x - x * number a b) := by
  simp only [Kzero, add_mul, mul_add, smul_mul_assoc, mul_smul_comm, one_mul, mul_one]
  module
```

For the pair annihilator,

$$[a_i^2,b_j]=[a_i,b_j]a_i+a_i[a_i,b_j]=2\delta_{ij}a_i,$$

and half the sum over $i$ is $[K_-,b_j]=a_j$.

```lean
/-- For boson modes, the pair annihilator turns a creator into an annihilator:
`[K-, b_j] = a_j`. -/
theorem Kminus_create {a b : Fin n → A} (h : BosonModes a b) (j : Fin n) :
    Kminus a * b j - b j * Kminus a = a j := by
  have key : ∀ i, a i ^ 2 * b j - b j * a i ^ 2 = if i = j then a i + a i else 0 := by
    intro i
    calc a i ^ 2 * b j - b j * a i ^ 2
        = (a i * b j - b j * a i) * a i + a i * (a i * b j - b j * a i) := by noncomm_ring
      _ = _ := by rw [h.ab i j]; split_ifs <;> simp
  have hs : (∑ i, a i ^ 2) * b j - b j * (∑ i, a i ^ 2) = a j + a j := by
    rw [sum_mul, mul_sum, ← sum_sub_distrib, sum_congr rfl (fun i _ => key i)]
    simp
  rw [Kminus, mul_smul_comm, smul_mul_assoc, ← smul_sub, hs]
  module
```

## Closing the algebra

From the ladder relations,

$$[N,b_i^2]=[N,b_i]b_i+b_i[N,b_i]=2b_i^2,\qquad [N,a_i^2]=-2a_i^2,$$

hence $[K_0,K_+]=K_+$ and $[K_0,K_-]=-K_-$. For the third commutator,

$$[K_-,b_i^2]=a_ib_i+b_ia_i=2b_ia_i+1,$$

so that

$$[K_-,K_+]=\tfrac12(2N+n)=2K_0 .$$

For a single particle in an isotropic harmonic trap, $K_+$ therefore raises the energy by $2\omega$. In each part of the proof, `key` is the one-mode identity and `hs` its sum; `linear_combination` assembles the former from the ladder relations and, in the third part, also from $[a_i,b_i]=1$. The theorem states the three commutators. The reality condition $K_+^\dagger=K_-$, which singles out su(1,1) among the real forms, would need adjoints.

```lean
/-- For `n` boson modes, `[K0, K+] = K+`, `[K0, K-] = -K-` and `[K-, K+] = 2 K0`. -/
theorem su11_relations {a b : Fin n → A} (h : BosonModes a b) :
    Kzero a b * Kplus b - Kplus b * Kzero a b = Kplus b ∧
    Kzero a b * Kminus a - Kminus a * Kzero a b = -Kminus a ∧
    Kminus a * Kplus b - Kplus b * Kminus a = (2 : ℚ) • Kzero a b := by
  refine ⟨?_, ?_, ?_⟩
  · have key : ∀ i, number a b * b i ^ 2 - b i ^ 2 * number a b = b i ^ 2 + b i ^ 2 := by
      intro i
      have h1 := number_create h i
      linear_combination (norm := noncomm_ring) h1 * b i + b i * h1
    have hs : number a b * (∑ i, b i ^ 2) - (∑ i, b i ^ 2) * number a b
        = ∑ i, b i ^ 2 + ∑ i, b i ^ 2 := by
      rw [sum_mul, mul_sum, ← sum_sub_distrib, sum_congr rfl (fun i _ => key i),
        sum_add_distrib]
    rw [Kzero_commutator, Kplus, mul_smul_comm, smul_mul_assoc, ← smul_sub, hs]
    module
  · have key : ∀ i, number a b * a i ^ 2 - a i ^ 2 * number a b = -(a i ^ 2 + a i ^ 2) := by
      intro i
      have h1 := number_annihilate h i
      linear_combination (norm := noncomm_ring) h1 * a i + a i * h1
    have hs : number a b * (∑ i, a i ^ 2) - (∑ i, a i ^ 2) * number a b
        = -(∑ i, a i ^ 2 + ∑ i, a i ^ 2) := by
      rw [sum_mul, mul_sum, ← sum_sub_distrib, sum_congr rfl (fun i _ => key i),
        sum_neg_distrib, sum_add_distrib]
    rw [Kzero_commutator, Kminus, mul_smul_comm, smul_mul_assoc, ← smul_sub, hs]
    module
  · have key : ∀ i, Kminus a * b i ^ 2 - b i ^ 2 * Kminus a = b i * a i + b i * a i + 1 := by
      intro i
      have h1 := Kminus_create h i
      have h2 : a i * b i - b i * a i = 1 := by simpa using h.ab i i
      linear_combination (norm := noncomm_ring) h1 * b i + b i * h1 + h2
    have hs : Kminus a * (∑ i, b i ^ 2) - (∑ i, b i ^ 2) * Kminus a
        = number a b + number a b + (n : A) := by
      rw [sum_mul, mul_sum, ← sum_sub_distrib, sum_congr rfl (fun i _ => key i)]
      simp [sum_add_distrib, number]
    have hn : (n : A) = (n : ℚ) • (1 : A) := by
      rw [Algebra.smul_def, mul_one, map_natCast]
    rw [Kplus, mul_smul_comm, smul_mul_assoc, ← smul_sub, hs, hn, Kzero]
    module
```

## L² in terms of N and the pair operators

$R_{ij}^2$ is symmetric in $i,j$ and vanishes for $i=j$, so the full double sum is $\sum_{i,j}R_{ij}^2=-2L^2$ (`hD`). Expanding the square,

$$R_{ij}^2=b_ia_jb_ia_j+b_ja_ib_ja_i-b_ia_jb_ja_i-b_ja_ib_ia_j .$$

After summation the first two terms are equal, and so are the last two. Call their sums $P$ and $Q$. Moving creators to the left in the first kind (`keyP`, `hP`) gives

$$b_ia_jb_ia_j=b_i^2a_j^2+\delta_{ij}b_ia_j,\qquad P=4K_+K_-+N .$$

For the second kind (`keyQ`, `hQ`),

$$b_ia_jb_ja_i=b_ib_ja_ja_i+b_ia_i=b_ia_i\,b_ja_j-\delta_{ij}b_ia_j+b_ia_i,$$
$$Q=N^2-N+nN .$$

Then $-2L^2=2P-2Q$, so

$$L^2=Q-P=N^2+(n-2)N-4K_+K_- .$$

In the code, `hT` is the expansion of the square after summation.

```lean
/-- For `n` boson modes, `L² = N² + (n - 2) N - 4 K+ K-`. -/
theorem Lsq_eq {a b : Fin n → A} (h : BosonModes a b) :
    Lsq a b = number a b * number a b + ((n : ℚ) - 2) • number a b
      - (4 : ℚ) • (Kplus b * Kminus a) := by
  -- the sum over pairs is half of the full double sum
  have split : ∀ i j, rotation a b i j ^ 2 = (if i < j then rotation a b i j ^ 2 else 0)
      + (if j < i then rotation a b j i ^ 2 else 0) := by
    intro i j
    rcases lt_trichotomy i j with hij | hij | hij
    · rw [if_pos hij, if_neg (lt_asymm hij), add_zero]
    · subst hij
      simp [rotation]
    · rw [if_neg (lt_asymm hij), if_pos hij, zero_add]
      unfold rotation
      noncomm_ring
  have hc : ∑ i, ∑ j, (if j < i then rotation a b j i ^ 2 else 0)
      = ∑ i, ∑ j, (if i < j then rotation a b i j ^ 2 else 0) := sum_comm
  have hD : ∑ i, ∑ j, rotation a b i j ^ 2 = -Lsq a b + -Lsq a b := by
    rw [sum_congr rfl (fun i _ => sum_congr rfl (fun j _ => split i j))]
    simp only [sum_add_distrib]
    rw [hc, Lsq, neg_neg]
  -- the two kinds of product in the expanded square, reordered and summed
  have keyP : ∀ i j, b i * a j * b i * a j
      = b i ^ 2 * a j ^ 2 + if j = i then b i * a j else 0 := by
    intro i j
    calc b i * a j * b i * a j
        = b i ^ 2 * a j ^ 2 + b i * (a j * b i - b i * a j) * a j := by noncomm_ring
      _ = _ := by rw [h.ab j i]; split_ifs <;> simp
  have hP : ∑ i, ∑ j, b i * a j * b i * a j
      = (∑ i, b i ^ 2) * (∑ j, a j ^ 2) + number a b := by
    rw [sum_mul_sum, number, ← sum_add_distrib]
    refine sum_congr rfl fun i _ => ?_
    rw [sum_congr rfl (fun j _ => keyP i j), sum_add_distrib]
    simp
  have keyQ : ∀ i j, b i * a j * b j * a i
      = b i * a i * (b j * a j) - (if i = j then b i * a j else 0) + b i * a i := by
    intro i j
    have h1 : a j * b j - b j * a j = 1 := by simpa using h.ab j j
    calc b i * a j * b j * a i
        = b i * a i * (b j * a j) - b i * (a i * b j - b j * a i) * a j
          + b i * (a j * b j - b j * a j) * a i
          + b i * b j * (a j * a i - a i * a j) := by noncomm_ring
      _ = _ := by
        rw [h1, h.ab i j, h.aa j i, sub_self]
        split_ifs <;> simp
  have inner : ∀ i, ∑ j, b i * a j * b j * a i
      = b i * a i * number a b - b i * a i + (n : A) * (b i * a i) := by
    intro i
    rw [sum_congr rfl (fun j _ => keyQ i j), sum_add_distrib, sum_sub_distrib, ← mul_sum]
    simp [number]
  have hQ : ∑ i, ∑ j, b i * a j * b j * a i
      = number a b * number a b - number a b + (n : ℚ) • number a b := by
    rw [sum_congr rfl (fun i _ => inner i), sum_add_distrib, sum_sub_distrib, ← sum_mul,
      ← mul_sum, Algebra.smul_def, map_natCast]
    rfl
  have hP' : ∑ i, ∑ j, b j * a i * b j * a i = ∑ i, ∑ j, b i * a j * b i * a j := sum_comm
  have hQ' : ∑ i, ∑ j, b j * a i * b i * a j = ∑ i, ∑ j, b i * a j * b j * a i := sum_comm
  have hT : ∑ i, ∑ j, rotation a b i j ^ 2
      = ∑ i, ∑ j, b i * a j * b i * a j + ∑ i, ∑ j, b j * a i * b j * a i
        - ∑ i, ∑ j, b i * a j * b j * a i - ∑ i, ∑ j, b j * a i * b i * a j := by
    simp only [← sum_add_distrib, ← sum_sub_distrib]
    refine sum_congr rfl fun i _ => sum_congr rfl fun j _ => ?_
    unfold rotation
    noncomm_ring
  rw [hP', hQ', hP, hQ] at hT
  have hK : Kplus b * Kminus a = (1 / 4 : ℚ) • ((∑ i, b i ^ 2) * (∑ j, a j ^ 2)) := by
    simp only [Kplus, Kminus, smul_mul_assoc, mul_smul_comm]
    module
  rw [hK]
  linear_combination (norm := module) (1 / 2 : ℚ) • hD - (1 / 2 : ℚ) • hT
```

## The Casimir identity

The Casimir operator is $K_0^2-K_0-K_+K_-$. By the three commutators above it commutes with $K_0$, $K_+$ and $K_-$, a fact that is not proved in the code. Inserting $K_0=N/2+n/4$,

$$K_0^2-K_0=\tfrac14\left(N^2+(n-2)N\right)+\tfrac{n(n-4)}{16},$$

and subtracting $K_+K_-$ turns the first part into $L^2/4$:

$$K_0^2-K_0-K_+K_-=\tfrac14L^2+\tfrac{n(n-4)}{16}.$$

Lean substitutes the previous theorem, expands the products and compares coefficients with `module`. For $n=1$ there is no rotation plane, and the Casimir operator is the number $-3/16$.

```lean
/-- For `n` boson modes, `K0² - K0 - K+ K- = L²/4 + n(n-4)/16`. -/
theorem casimir_eq_angular_momentum {a b : Fin n → A} (h : BosonModes a b) :
    Kzero a b * Kzero a b - Kzero a b - Kplus b * Kminus a
      = (1 / 4 : ℚ) • Lsq a b + ((n : ℚ) * (n - 4) / 16) • (1 : A) := by
  rw [Lsq_eq h]
  simp only [Kzero, add_mul, mul_add, smul_mul_assoc, mul_smul_comm, one_mul, mul_one]
  module
```

Commuting $a$'s and commuting $b$'s alone do not suffice. Take $n=1$ and $a_0=b_0=1$ in ℚ, so that $[a_0,b_0]=0$ instead of 1. Then $K_0=3/4$ and $K_+K_-=1/4$, and the left side is $-7/16$ while the right side is $-3/16$.

## Vectors annihilated by K₋

Let $v$ satisfy $K_-v=0$ and $Nv=lv$ with $l$ a natural number. Then

$$L^2v=(N+n-2)Nv-4K_+K_-v=l(l+n-2)\,v,$$

which for $n=3$ is the familiar $l(l+1)$. The words `no_pairs` in the theorem's name mean only $K_-v=0$; two or more quanta may be present. The vector lives in any module `M` over `A`, and `•` is the action of an operator on it. The proof writes $L^2$ in the factored form `hL`, removes the last term with `hK`, and applies `hN` twice.

```lean
/-- For boson modes and a natural number `l`, a vector `v` with `K- v = 0` and `N v = l v` satisfies
`L² v = l(l + n - 2) v`. -/
theorem Lsq_of_no_pairs {M : Type*} [AddCommGroup M] [Module A M] {a b : Fin n → A}
    (h : BosonModes a b) (l : ℕ) (v : M) (hK : Kminus a • v = 0)
    (hN : number a b • v = (l : A) • v) :
    Lsq a b • v = ((l : A) * ((l : A) + (n : A) - 2)) • v := by
  have hL : Lsq a b = (number a b + ((n : A) - 2)) * number a b
      - 4 * Kplus b * Kminus a := by
    rw [Lsq_eq h]
    simp only [Algebra.smul_def, map_sub, map_natCast, map_ofNat, add_mul, mul_assoc]
  have hc : (number a b + ((n : A) - 2)) * (l : A)
      = (l : A) * (number a b + ((n : A) - 2)) := (Nat.cast_commute l _).eq.symm
  rw [hL, sub_smul, mul_smul, mul_smul, hK, smul_zero, sub_zero, hN, ← mul_smul, hc,
    mul_smul, add_smul, hN, ← add_smul, ← mul_smul, add_sub_assoc]
```

## Polynomials as a concrete model

The relations are realised on polynomials in $n$ variables with rational coefficients, by $a_i=\partial/\partial x_i$ and $b_i=x_i\cdot$ (here $x_i$ is a polynomial variable, not the position operator used earlier). Multiplications commute. The commutator of two partial derivatives is a derivation that sends every variable to zero, so it vanishes. The Leibniz rule gives

$$\partial_i(x_jp)-x_j\partial_ip=\delta_{ij}\,p$$

for every polynomial $p$. The three bullets of the proof are these three checks.

```lean
/-- Partial derivatives and multiplications by the coordinates, acting on polynomials in
`n` variables, are boson modes. -/
theorem bosonModes_witness (n : ℕ) :
    BosonModes (A := Module.End ℚ (MvPolynomial (Fin n) ℚ))
      (fun i => (MvPolynomial.pderiv i).toLinearMap)
      (fun i => LinearMap.mulLeft ℚ (MvPolynomial.X i)) := by
  refine ⟨fun i j => ?_, fun i j => ?_, fun i j => ?_⟩
  · -- the commutator of two partial derivatives is a derivation that kills each coordinate
    have h0 : ⁅(MvPolynomial.pderiv i :
          Derivation ℚ (MvPolynomial (Fin n) ℚ) (MvPolynomial (Fin n) ℚ)),
        (MvPolynomial.pderiv j :
          Derivation ℚ (MvPolynomial (Fin n) ℚ) (MvPolynomial (Fin n) ℚ))⁆ = 0 := by
      refine MvPolynomial.derivation_ext fun k => ?_
      simp only [Derivation.commutator_apply, MvPolynomial.pderiv_X, Pi.single_apply]
      split_ifs <;> simp
    refine LinearMap.ext fun p => ?_
    have h1 := DFunLike.congr_fun h0 p
    rw [Derivation.commutator_apply] at h1
    exact sub_eq_zero.mp h1
  · refine LinearMap.ext fun p => ?_
    change MvPolynomial.X i * (MvPolynomial.X j * p)
      = MvPolynomial.X j * (MvPolynomial.X i * p)
    ring
  · refine LinearMap.ext fun p => ?_
    change MvPolynomial.pderiv i (MvPolynomial.X j * p)
      - MvPolynomial.X j * MvPolynomial.pderiv i p
      = (if i = j then 1 else 0 : Module.End ℚ (MvPolynomial (Fin n) ℚ)) p
    rcases eq_or_ne i j with rfl | hij
    · simp [Derivation.leibniz]
    · simp [Derivation.leibniz, hij, MvPolynomial.pderiv_X_of_ne hij.symm]

end

end BosonSU11
```

For a worked case take $n=3$ and $v=x_0x_1$. Here $Nv=2v$, and $K_-v=0$ because the Laplacian of $v$ is zero. Direct differentiation gives

$$R_{01}^2v=-4v,\qquad R_{02}^2v=-v,\qquad R_{12}^2v=-v,$$

so $L^2v=6v$, in agreement with $l(l+1)$ at $l=2$. Also $K_0v=\tfrac74v$, and both sides of the Casimir identity give $\tfrac{49}{16}-\tfrac{28}{16}=\tfrac{21}{16}=\tfrac64-\tfrac3{16}$.

The step left to the physicist is the passage to Hilbert space, where $a_i$ and $b_i$ are unbounded, mutually adjoint operators and their products need a common domain.

```lean
#print axioms BosonSU11.su11_relations
#print axioms BosonSU11.casimir_eq_angular_momentum
#print axioms BosonSU11.Lsq_of_no_pairs
```

```
'BosonSU11.su11_relations' depends on axioms: [propext, Classical.choice, Quot.sound]
'BosonSU11.casimir_eq_angular_momentum' depends on axioms: [propext, Classical.choice, Quot.sound]
'BosonSU11.Lsq_of_no_pairs' depends on axioms: [propext, Classical.choice, Quot.sound]
```
